# Lehmann bounds for the levels of a finite Hermitian matrix below a reference energy

A variational calculation of a molecule's ground state returns an energy that is too high, or at best exact. It doesn't say how far below that value the true level may lie. A bound from the other side needs more than the expectation value of H. Lehmann's method also uses the lengths and mutual overlaps of the vectors (H − r)v, where v runs over the trial vectors and r is a chosen reference energy.

Let H be a finite Hermitian matrix, and let the columns of V be trial vectors, scaled and combined so that

V\*(H − r)²V = 1.

Form the Lehmann matrix A = V\*(H − r)V. If k of its eigenvalues are at most some μ < 0, then the interval [r + 1/μ, r) contains at least k eigenvalues of H, counted with multiplicity. The reference energy may itself be an eigenvalue. The result concerns levels below r, and it doesn't say whether the interval is the shortest that the data allow.

In the code, `n` labels the basis states and `m` the trial vectors.

In Lean 4 with Mathlib:

```lean
import Mathlib

open Matrix

namespace LehmannBounds

noncomputable section

variable {n m : Type*} [Fintype n] [DecidableEq n] [Fintype m] [DecidableEq m]
  {H : Matrix n n ℂ}
```

## Moments about the reference energy

Energies are measured from r:

```lean
/-- The Hamiltonian measured from the reference energy `r`, that is `H - r`. -/
def shifted (H : Matrix n n ℂ) (r : ℝ) : Matrix n n ℂ := H - (r : ℂ) • 1
```

The normalisation makes the vectors (H − r)v, for the columns v of V, orthonormal; the columns themselves need not be. The eigenvalues of A, and hence μ, therefore have the unit of an inverse energy, and μ is not a chemical potential.

```lean
/-- The matrix `V* (H - r) V`, where the columns of `V` are the trial vectors. -/
def lehmannMatrix (H : Matrix n n ℂ) (r : ℝ) (V : Matrix n m ℂ) : Matrix m m ℂ :=
  Vᴴ * shifted H r * V
```

For a vector x, the first moment is ⟨x, (H − r)x⟩. It is real for Hermitian H, so taking the real part loses nothing. Neither moment is divided by ⟨x, x⟩, so for a vector of general length they are not expectation values.

```lean
/-- The first moment `⟨x, (H - r) x⟩` (its real part). -/
def firstMoment (H : Matrix n n ℂ) (r : ℝ) (x : n → ℂ) : ℝ :=
  (star x ⬝ᵥ (shifted H r *ᵥ x)).re
```

The second moment is ⟨x, (H − r)²x⟩, written as the squared length of (H − r)x:

```lean
/-- The squared length of `(H - r) x`. -/
def secondMoment (H : Matrix n n ℂ) (r : ℝ) (x : n → ℂ) : ℝ :=
  (star (shifted H r *ᵥ x) ⬝ᵥ (shifted H r *ᵥ x)).re
```

Let uᵢ be the orthonormal eigenvectors of H and Eᵢ its eigenvalues. The amplitudes of x are aᵢ = ⟨uᵢ, x⟩.

```lean
/-- The amplitudes of `x` in the orthonormal eigenbasis of `H`. -/
def amplitude (hH : H.IsHermitian) (x : n → ℂ) : n → ℂ :=
  (hH.eigenvectorUnitary : Matrix n n ℂ)ᴴ *ᵥ x
```

`levelsIn` collects the labels i with a ≤ Eᵢ < b. Because it collects labels and not energies, a degenerate level counts as often as it occurs.

```lean
/-- The levels of `H`, with multiplicity, whose energy lies in `[a, b)`. -/
def levelsIn (hH : H.IsHermitian) (a b : ℝ) : Finset n :=
  Finset.univ.filter fun i => a ≤ hH.eigenvalues i ∧ hH.eigenvalues i < b
```

## The moments as sums over levels

The squared length of a vector is the sum of the squared moduli of its components, and it vanishes only for the zero vector.

```lean
omit [DecidableEq n] in
/-- The squared length is the sum of the squared moduli of the components; only the zero vector has
length zero. -/
theorem norm_sq (v : n → ℂ) :
    (star v ⬝ᵥ v).re = ∑ i, Complex.normSq (v i) ∧ ((star v ⬝ᵥ v).re = 0 → v = 0) := by
  have h : (star v ⬝ᵥ v).re = ∑ i, Complex.normSq (v i) := by
    simp only [dotProduct, Pi.star_apply, Complex.re_sum]
    refine Finset.sum_congr rfl fun i _ => ?_
    simp only [Complex.star_def, Complex.mul_re, Complex.conj_re, Complex.conj_im,
      Complex.normSq_apply]
    ring
  refine ⟨h, fun h0 => funext fun i => ?_⟩
  rw [h, Finset.sum_eq_zero_iff_of_nonneg (fun i _ => Complex.normSq_nonneg _)] at h0
  exact Complex.normSq_eq_zero.1 (h0 i (Finset.mem_univ i))
```

Since r is real, H − r is Hermitian.

```lean
omit [Fintype n] in
/-- Shifting a Hermitian Hamiltonian by a real energy leaves it Hermitian. -/
theorem shifted_isHermitian (hH : H.IsHermitian) (r : ℝ) : (shifted H r).IsHermitian := by
  simp [Matrix.IsHermitian, shifted, Matrix.conjTranspose_sub, hH.eq]
```

Then A\* = V\*(H − r)\*V = A, so A has real eigenvalues.

```lean
omit [Fintype m] [DecidableEq m] in
/-- For Hermitian `H` the matrix `V* (H - r) V` is Hermitian. -/
theorem lehmannMatrix_isHermitian (hH : H.IsHermitian) (r : ℝ) (V : Matrix n m ℂ) :
    (lehmannMatrix H r V).IsHermitian :=
  isHermitian_conjTranspose_mul_mul V (shifted_isHermitian hH r)
```

Moving H − r onto the eigenvector gives

⟨uᵢ, (H − r)x⟩ = ⟨(H − r)uᵢ, x⟩ = (Eᵢ − r)aᵢ.

```lean
/-- In the eigenbasis of `H`, the operator `H - r` multiplies each amplitude by `E - r`. -/
theorem amplitude_shifted (hH : H.IsHermitian) (r : ℝ) (x : n → ℂ) (i : n) :
    amplitude hH (shifted H r *ᵥ x) i
      = ((hH.eigenvalues i - r : ℝ) : ℂ) * amplitude hH x i := by
  let u : n → ℂ := fun k => (hH.eigenvectorUnitary : Matrix n n ℂ) k i
  have hb : H *ᵥ u = hH.eigenvalues i • u := by
    simp only [u, IsHermitian.eigenvectorUnitary_apply]
    exact hH.mulVec_eigenvectorBasis i
  have hs : shifted H r *ᵥ u = ((hH.eigenvalues i - r : ℝ) : ℂ) • u := by
    rw [shifted, Matrix.sub_mulVec, Matrix.smul_mulVec, Matrix.one_mulVec, hb]
    ext k
    simp [sub_mul]
  show star u ⬝ᵥ (shifted H r *ᵥ x) = _ * (star u ⬝ᵥ x)
  rw [Matrix.dotProduct_mulVec, ← (shifted_isHermitian hH r).eq, ← Matrix.star_mulVec, hs,
    star_smul, smul_dotProduct, smul_eq_mul, Complex.star_def, Complex.conj_ofReal]
```

If U has the eigenvectors as columns, then UU\* = 1, and overlaps survive the change of basis:

(U\*x)\*(U\*z) = x\*UU\*z = x\*z.

```lean
/-- Overlaps can be computed from the amplitudes in the eigenbasis of `H`. -/
theorem parseval (hH : H.IsHermitian) (x z : n → ℂ) :
    star (amplitude hH x) ⬝ᵥ amplitude hH z = star x ⬝ᵥ z := by
  have h := mem_unitaryGroup_iff.1 hH.eigenvectorUnitary.2
  rw [star_eq_conjTranspose] at h
  unfold amplitude
  rw [Matrix.star_mulVec, conjTranspose_conjTranspose, ← Matrix.dotProduct_mulVec,
    Matrix.mulVec_mulVec, h, Matrix.one_mulVec]
```

With dᵢ = Eᵢ − r, these two facts give

⟨x, (H − r)x⟩ = Σᵢ dᵢ|aᵢ|²,

‖(H − r)x‖² = Σᵢ dᵢ²|aᵢ|².

```lean
/-- Both moments are sums over the levels of `H`, weighted by the squared moduli of the amplitudes.
-/
theorem moments_spectral (hH : H.IsHermitian) (r : ℝ) (x : n → ℂ) :
    firstMoment H r x
      = ∑ i, (hH.eigenvalues i - r) * Complex.normSq (amplitude hH x i) ∧
    secondMoment H r x
      = ∑ i, (hH.eigenvalues i - r) ^ 2 * Complex.normSq (amplitude hH x i) := by
  constructor
  all_goals
    simp only [firstMoment, secondMoment]
    rw [← parseval hH]
    simp only [dotProduct, Pi.star_apply, amplitude_shifted, Complex.re_sum]
    refine Finset.sum_congr rfl fun i _ => ?_
    simp only [Complex.star_def, Complex.mul_re, Complex.mul_im, Complex.conj_re,
      Complex.conj_im, Complex.ofReal_re, Complex.ofReal_im, Complex.normSq_apply]
    ring
```

## Counting levels in the interval

Let s be a set of k labels j whose Lehmann eigenvalues μⱼ satisfy μⱼ ≤ μ < 0. If μ is the k-th smallest eigenvalue of A, the labels of the k smallest will do. Take a coefficient vector c, put x = Vc, and let bⱼ be the amplitudes of c in the eigenbasis of A. The definition of A and the normalisation give

⟨x, (H − r)x⟩ = c\*Ac = Σⱼ μⱼ|bⱼ|²,

‖(H − r)x‖² = c\*c = Σⱼ |bⱼ|².

Suppose that bⱼ = 0 for every j outside s. The first moment is then at most μ times the second, which in terms of levels reads

Σᵢ dᵢ(1 − μdᵢ)|aᵢ|² ≤ 0.

The factor dᵢ(1 − μdᵢ) is positive for dᵢ > 0. It is also positive for dᵢ < 1/μ, where both of its factors are negative. It vanishes at dᵢ = 0. Only levels with 1/μ ≤ dᵢ < 0, those in the interval, can make a negative contribution.

Suppose further that aᵢ = 0 for all levels in the interval. Every term is then non-negative while the sum is at most zero, so every term vanishes. Hence aᵢ = 0 unless dᵢ = 0, and

c\*c = Σᵢ dᵢ²|aᵢ|² = 0.

So c = 0. The linear map that sends c to the aᵢ in the interval together with the bⱼ outside s is therefore injective. If there are M trial vectors and N levels in the interval, comparing dimensions gives

M ≤ N + (M − k), that is, k ≤ N.

In the theorem, `hV` is the normalisation, `hs` says that the Lehmann eigenvalues labelled by `s` are at most `μ`, and `s.card` is k.

```lean
/-- **Lehmann bounds.** Let `H` be Hermitian and `V* (H - r)² V = 1`. If `k` eigenvalues of
`V* (H - r) V` (the set `s`) are at most `μ < 0`, as when `μ` is the `k`-th smallest, then
`[r + 1/μ, r)` contains at least `k` eigenvalues of `H`, all counted with multiplicity. -/
theorem lehmann_bound (hH : H.IsHermitian) (r : ℝ) (V : Matrix n m ℂ)
    (hV : Vᴴ * shifted H r ^ 2 * V = 1) {μ : ℝ} (hμ : μ < 0) (s : Finset m)
    (hs : ∀ j ∈ s, (lehmannMatrix_isHermitian hH r V).eigenvalues j ≤ μ) :
    s.card ≤ (levelsIn hH (r + 1 / μ) r).card := by
  have hA := lehmannMatrix_isHermitian hH r V
  -- amplitudes of `V c` inside the interval, and of `c` on the Lehmann vectors outside `s`
  let g : (m → ℂ) →ₗ[ℂ]
      ({i // i ∈ levelsIn hH (r + 1 / μ) r} → ℂ) × ({j // j ∈ sᶜ} → ℂ) :=
    ((LinearMap.funLeft ℂ ℂ Subtype.val).comp
      ((Matrix.mulVecLin (hH.eigenvectorUnitary : Matrix n n ℂ)ᴴ).comp
        (Matrix.mulVecLin V))).prod
    ((LinearMap.funLeft ℂ ℂ Subtype.val).comp
      (Matrix.mulVecLin (hA.eigenvectorUnitary : Matrix m m ℂ)ᴴ))
  have hg : Function.Injective g := by
    refine (injective_iff_map_eq_zero g).2 fun c hc => ?_
    have h1 : ∀ i ∈ levelsIn hH (r + 1 / μ) r, amplitude hH (V *ᵥ c) i = 0 :=
      fun i hi => congrFun (congrArg Prod.fst hc) ⟨i, hi⟩
    have h2 : ∀ j, j ∉ s → amplitude hA c j = 0 :=
      fun j hj => congrFun (congrArg Prod.snd hc) ⟨j, Finset.mem_compl.2 hj⟩
    have hF : firstMoment H r (V *ᵥ c)
        = ∑ j, hA.eigenvalues j * Complex.normSq (amplitude hA c j) := by
      have h := (moments_spectral hA 0 c).1
      have h0 : shifted (lehmannMatrix H r V) 0 = lehmannMatrix H r V := by simp [shifted]
      simp only [sub_zero] at h
      rw [← h, firstMoment, firstMoment, h0, lehmannMatrix]
      simp only [Matrix.star_mulVec, ← Matrix.dotProduct_mulVec, Matrix.mulVec_mulVec,
        Matrix.mul_assoc]
    have hS : secondMoment H r (V *ᵥ c) = (star c ⬝ᵥ c).re := by
      have e : Vᴴ * (shifted H r * (shifted H r * V)) = 1 := by
        simpa only [pow_two, Matrix.mul_assoc] using hV
      rw [secondMoment, Matrix.star_mulVec, (shifted_isHermitian hH r).eq, Matrix.star_mulVec,
        ← Matrix.dotProduct_mulVec, ← Matrix.dotProduct_mulVec]
      simp only [Matrix.mulVec_mulVec]
      rw [e, Matrix.one_mulVec]
    have hle : firstMoment H r (V *ᵥ c) ≤ μ * secondMoment H r (V *ᵥ c) := by
      rw [hF, hS, ← parseval hA, (norm_sq _).1, Finset.mul_sum]
      refine Finset.sum_le_sum fun j _ => ?_
      by_cases hj : j ∈ s
      · exact mul_le_mul_of_nonneg_right (hs j hj) (Complex.normSq_nonneg _)
      · simp [h2 j hj]
    refine (norm_sq c).2 ?_
    rw [← hS, (moments_spectral hH r _).2]
    rw [(moments_spectral hH r _).1, (moments_spectral hH r _).2, Finset.mul_sum,
      ← sub_nonpos, ← Finset.sum_sub_distrib] at hle
    -- with `d = E - r`, the parabola `d - μ d²` is positive off the interval, except at `d = 0`
    have hcase : ∀ i, amplitude hH (V *ᵥ c) i = 0 ∨ hH.eigenvalues i - r = 0 ∨
        0 < (hH.eigenvalues i - r) * (1 - μ * (hH.eigenvalues i - r)) := by
      intro i
      rcases lt_trichotomy (hH.eigenvalues i - r) 0 with h | h | h
      · by_cases h' : 1 / μ ≤ hH.eigenvalues i - r
        · exact Or.inl (h1 i (Finset.mem_filter.2
            ⟨Finset.mem_univ _, by linarith, by linarith⟩))
        · have h3 := (lt_div_iff_of_neg hμ).1 (not_le.1 h')
          exact Or.inr (Or.inr (mul_pos_of_neg_of_neg h (by linarith)))
      · exact Or.inr (Or.inl h)
      · have h3 := mul_neg_of_neg_of_pos hμ h
        exact Or.inr (Or.inr (mul_pos h (by linarith)))
    have hnn : ∀ i ∈ Finset.univ, 0 ≤ (hH.eigenvalues i - r)
        * Complex.normSq (amplitude hH (V *ᵥ c) i)
        - μ * ((hH.eigenvalues i - r) ^ 2 * Complex.normSq (amplitude hH (V *ᵥ c) i)) := by
      intro i _
      rcases hcase i with h | h | h
      · simp [h]
      · simp [h]
      · have h3 := mul_nonneg h.le (Complex.normSq_nonneg (amplitude hH (V *ᵥ c) i))
        linarith
    have h0 := (Finset.sum_eq_zero_iff_of_nonneg hnn).1
      (le_antisymm hle (Finset.sum_nonneg hnn))
    refine Finset.sum_eq_zero fun i hi => ?_
    rcases hcase i with h | h | h
    · simp [h]
    · simp [h]
    · have h3 : (hH.eigenvalues i - r) * (1 - μ * (hH.eigenvalues i - r))
          * Complex.normSq (amplitude hH (V *ᵥ c) i) = 0 := by
        linear_combination h0 i hi
      rw [(mul_eq_zero.1 h3).resolve_left h.ne', mul_zero]
  -- compare dimensions
  have hdim := LinearMap.finrank_le_finrank_of_injective hg
  simp only [Module.finrank_prod, Module.finrank_fintype_fun_eq_card, Fintype.card_coe] at hdim
  have hc := Finset.card_add_card_compl s
  omega
```

The map is `g`, and `hg` is its injectivity. `hF` and `hS` are the two expressions for the moments of Vc; the first comes from applying `moments_spectral` to A itself with zero shift. `hle` compares the moments, `hcase` sorts the levels by the sign of the parabola, and `hnn` records that no term is negative. The closing lines compare dimensions, and `omega` does the integer arithmetic.

## From an enclosure to a lower bound

The interval could hold k levels while another lies below it. To exclude this, it is enough to know that at most k levels lie below r. That is spectral information about H which trial vectors spanning only part of the space don't in general supply.

Given this count, the levels in the interval form a subset of those below r, and there are at least k of them. The two sets coincide, so every level below r satisfies

Eᵢ ≥ r + 1/μ.

```lean
/-- In the setting of the Lehmann bounds, with `k` Lehmann eigenvalues at most `μ < 0`: if at
most `k` eigenvalues of `H` lie below `r`, each of them is at least `r + 1/μ`. -/
theorem lehmann_lower_bound (hH : H.IsHermitian) (r : ℝ) (V : Matrix n m ℂ)
    (hV : Vᴴ * shifted H r ^ 2 * V = 1) {μ : ℝ} (hμ : μ < 0) (s : Finset m)
    (hs : ∀ j ∈ s, (lehmannMatrix_isHermitian hH r V).eigenvalues j ≤ μ)
    (hcount : (Finset.univ.filter fun i => hH.eigenvalues i < r).card ≤ s.card)
    (i : n) (hi : hH.eigenvalues i < r) : r + 1 / μ ≤ hH.eigenvalues i := by
  have hsub : levelsIn hH (r + 1 / μ) r ⊆ Finset.univ.filter fun i => hH.eigenvalues i < r :=
    fun j hj => Finset.mem_filter.2 ⟨Finset.mem_univ _, (Finset.mem_filter.1 hj).2.2⟩
  have heq := Finset.eq_of_subset_of_card_le hsub
    (hcount.trans (lehmann_bound hH r V hV hμ s hs))
  have hmem : i ∈ levelsIn hH (r + 1 / μ) r := by
    rw [heq]
    exact Finset.mem_filter.2 ⟨Finset.mem_univ _, hi⟩
  exact (Finset.mem_filter.1 hmem).2.1
```

`hcount` is the bound on the number of levels. `heq` identifies the two sets, since a subset with at least as many elements as the whole is the whole.

## A two-level system

Take two states with unit coupling and zero diagonal energies, so that the levels are −1 and 1. Let r = 0 and v = (3/5, −4/5), which is not an eigenvector. Since H² = 1,

v\*H²v = 9/25 + 16/25 = 1,

v\*Hv = 2 · (3/5) · (−4/5) = −24/25.

So μ = −24/25 and the interval is [−25/24, 0). One level lies below 0, hence −25/24 is a lower bound for it. As v has unit length, −24/25 is also its variational upper bound:

−1.042 < −1 < −0.96.

The theorem below verifies that H is Hermitian, the normalisation and the value of the Lehmann matrix.

```lean
/-- The two-level Hamiltonian with zero diagonal energies and unit coupling is Hermitian. With
`r = 0` and the trial vector `(3/5, -4/5)` it meets the normalisation of the Lehmann bounds, and the
Lehmann matrix is the number `-24/25`. -/
theorem lehmann_witness :
    (!![0, 1; 1, 0] : Matrix (Fin 2) (Fin 2) ℂ).IsHermitian ∧
    (!![3 / 5; -4 / 5] : Matrix (Fin 2) (Fin 1) ℂ)ᴴ * shifted !![0, 1; 1, 0] 0 ^ 2
      * (!![3 / 5; -4 / 5] : Matrix (Fin 2) (Fin 1) ℂ) = 1 ∧
    lehmannMatrix !![0, 1; 1, 0] 0 (!![3 / 5; -4 / 5] : Matrix (Fin 2) (Fin 1) ℂ)
      = !![-24 / 25] := by
  -- the entries of the trial vector are real
  have h3 : (starRingEnd ℂ) 3 = 3 := map_ofNat (starRingEnd ℂ) 3
  have h4 : (starRingEnd ℂ) 4 = 4 := map_ofNat (starRingEnd ℂ) 4
  have h5 : (starRingEnd ℂ) 5 = 5 := map_ofNat (starRingEnd ℂ) 5
  refine ⟨?_, ?_, ?_⟩ <;> ext i j <;> fin_cases i <;> fin_cases j <;>
    norm_num [lehmannMatrix, shifted, pow_two, Matrix.mul_apply, Fin.sum_univ_succ, h3, h4, h5]

end

end LehmannBounds
```

```lean
#print axioms LehmannBounds.lehmann_lower_bound
```

```
'LehmannBounds.lehmann_lower_bound' depends on axioms: [propext, Classical.choice, Quot.sound]
```

The bound depends on r. For the same v and r = 1, the first moment is −24/25 − 1 = −49/25 and the second is 98/25. Dividing v by the square root of 98/25 restores the normalisation and gives μ = −1/2. The lower bound is 1 − 2 = −1, which is exact here.

## Lehmann bounds in a configuration-interaction calculation

In a configuration-interaction calculation the method bounds levels of the Hamiltonian matrix in the chosen finite basis. The step from there to the levels of the full Hamiltonian, with its basis-set error, needs a separate argument.

The trial vectors, the columns of a matrix W, can be taken from an iterative eigensolver, and they need not satisfy the normalisation. One forms R = HW − rW, then the small matrices F = W\*R and G = R\*R, and solves

Fc = μGc.

If the columns of R are linearly independent, V = WG^(−1/2) has the required normalisation, and its Lehmann eigenvalues are these μ. Each negative μ gives an endpoint r + 1/μ. The square of H − r is never built, and the products HW are often already available from the solver.
